# Generalised norm conservation and the Hermitian coupling matrix in a finite orthonormal basis

Let $\Phi$ hold all-electron eigenstates of a Hermitian matrix $H$ with real energies $e_i$, and let $\Psi$ hold arbitrary pseudo states. For a Hermitian local Hamiltonian $H_0$, let $B$ be the matrix of overlaps between the pseudo states and their residuals under $H_0$, and let $Q$ be the all-electron overlaps minus the pseudo overlaps. Then

$$B_{ij}-\overline{B_{ji}}=(e_i-e_j)\,Q_{ij},$$

and with $E=\mathrm{diag}(e_i)$ the matrix $D=B+QE$ is Hermitian.

## Pseudo states, residuals and augmentation charges

The columns of $\Phi$ satisfy $H\Phi=\Phi E$. Each has a smoother partner in $\Psi$, which in general does not solve the Schrödinger equation of $H_0$. The failure is measured by the residuals

$$\chi=\Psi E-H_0\Psi .$$

The ultrasoft construction makes up for this with a nonlocal potential and an overlap operator, built from

$$B=\Psi^\dagger\chi,\qquad Q=\Phi^\dagger\Phi-\Psi^\dagger\Psi,\qquad D=B+QE,\qquad \beta=\chi B^{-1}.$$

The $Q_{ij}$ are the augmentation charges, and the columns of $\beta$ are the projector functions. In ultrasoft pseudopotentials, modelled here by finite matrices with a fixed one-particle Hamiltonian, $D$ enters the nonlocal potential and $Q$ the overlap operator. A Hermitian $D$ keeps that potential Hermitian even when $B$ is not.

## What the theorems say

The type `n` labels basis functions and `m` labels reference states; both are finite. States are the columns of a `Matrix n m ℂ`, `ᴴ` is the adjoint and `star` is complex conjugation. The energies are real by their type, `e : m → ℝ`, and `energy e` is $E$. The definitions `residual`, `bMatrix`, `charge`, `coupling` and `projector` are $\chi$, $B$, $Q$, $D$ and $\beta$.

The hypotheses `hH` and `hH₀` say that $H$ and $H_0$ are Hermitian, and `hΦ` is the eigenvalue equation. Nothing is assumed about normalisation or about a match between $\Phi$ and $\Psi$.

- `generalised_norm_conservation` is the displayed identity, and `coupling_isHermitian` is the statement about $D$. Generalised norm conservation itself is the condition $Q=0$, under which the identity makes $B$ Hermitian; the theorem named after it does not assume that condition.
- `bMatrix_isHermitian_iff` says that $B$ is Hermitian exactly when $Q_{ij}=0$ for every pair with $e_i\neq e_j$. The diagonal charges are left free.
- `ultrasoft_eigenproblem` assumes in addition that $B$ is invertible. It states that $H_0+\beta D\beta^\dagger$ is Hermitian and that
$$(H_0+\beta D\beta^\dagger)\Psi=(1+\beta Q\beta^\dagger)\Psi E .$$

Invertibility of $B$ means physically that no non-trivial combination of the residuals is invisible to all the pseudo states.

Overlaps are plain matrix products, so the basis is orthonormal and the inner product covers the whole space. In an atomic construction the reference energies need not be eigenvalues. The integrals stop at a core radius, and the surface terms cancel because the two sets of functions match there in value and slope. The matrix model has no such surface. Its all-electron states at different energies are orthogonal, so for such a pair $Q_{ij}$ is just minus the pseudo overlap, whereas all-electron overlaps cut off at a core radius need not vanish. The model also leaves open how scattering properties vary with energy, whether the overlap operator is positive, and whether the generalised problem has unwanted further solutions.

## The derivation by hand

**The overlaps commute with the energies.** The adjoint of $H\Phi=\Phi E$ is $\Phi^\dagger H=E\Phi^\dagger$. Hence

$$E\,\Phi^\dagger\Phi=\Phi^\dagger H\Phi=\Phi^\dagger\Phi\,E .$$

**The local Hamiltonian cancels.** Since $H_0$ is Hermitian,

$$B=\Psi^\dagger\Psi E-\Psi^\dagger H_0\Psi,\qquad B^\dagger=E\Psi^\dagger\Psi-\Psi^\dagger H_0\Psi .$$

Subtract, and insert $\Psi^\dagger\Psi=\Phi^\dagger\Phi-Q$:

$$B-B^\dagger=\Psi^\dagger\Psi E-E\Psi^\dagger\Psi=(\Phi^\dagger\Phi E-E\Phi^\dagger\Phi)+EQ-QE=EQ-QE .$$

The $(i,j)$ entry of the right-hand side is $e_iQ_{ij}-Q_{ij}e_j$, which gives the identity.

**The coupling matrix is Hermitian.** As $Q^\dagger=Q$, we have $D^\dagger=B^\dagger+EQ$. By the previous line this equals $B+QE=D$.

**When $B$ itself is Hermitian.** This requires $(e_i-e_j)Q_{ij}=0$ for all $i,j$, which restricts $Q_{ij}$ only where the energies differ.

**The generalised eigenproblem.** If $B$ is invertible, then $\beta B=\chi$. Moreover $\chi^\dagger\Psi=B^\dagger$, so

$$\beta^\dagger\Psi=(B^{-1})^\dagger B^\dagger=(BB^{-1})^\dagger=1 .$$

Therefore

$$(H_0+\beta D\beta^\dagger)\Psi=H_0\Psi+\beta B+\beta QE=\Psi E+\beta QE=(1+\beta Q\beta^\dagger)\Psi E .$$

The operator on the left is Hermitian because $H_0$ and $D$ are.

## Two levels with a non-Hermitian $B$

Take $H=\mathrm{diag}(1,2)$, $\Phi=1$, and

$$H_0=\begin{pmatrix}0&1\\1&0\end{pmatrix},\quad \Psi=\begin{pmatrix}1&1\\0&1\end{pmatrix},\quad B=\begin{pmatrix}1&1\\0&2\end{pmatrix},\quad Q=\begin{pmatrix}0&-1\\-1&-1\end{pmatrix}.$$

With states numbered from 1, $B_{12}-\overline{B_{21}}=1=(1-2)(-1)$, as required.

The second pseudo state has norm $\sqrt2$. Normalising it gives

$$B=\begin{pmatrix}1&1/\sqrt2\\0&1\end{pmatrix},\quad Q=\begin{pmatrix}0&-1/\sqrt2\\-1/\sqrt2&0\end{pmatrix},\quad D=\begin{pmatrix}1&-1/\sqrt2\\-1/\sqrt2&1\end{pmatrix}.$$

Each state now conserves its own norm, yet $B$ is still not Hermitian: the off-diagonal charge matters. $D$ is Hermitian all the same.

## A non-Hermitian $H$ breaks the identity

Let

$$H=\begin{pmatrix}1&1\\0&2\end{pmatrix},\qquad \Phi=\begin{pmatrix}1&1/\sqrt2\\0&1/\sqrt2\end{pmatrix},\qquad H_0=0,\qquad \Psi=1 .$$

The columns of $\Phi$ are normalised eigenvectors with real energies 1 and 2, but they are not orthogonal. Here $B=E$ is Hermitian, while $Q_{12}=1/\sqrt2$. The left side of the identity is $0$ and the right side is $-1/\sqrt2$. Also $D_{12}=\sqrt2$ and $D_{21}=1/\sqrt2$, so $D$ is not Hermitian.

## The Lean file

```lean
import Mathlib

open Matrix

namespace GeneralisedNormConservation

noncomputable section

variable {n m : Type*} [Fintype n] [Fintype m] [DecidableEq m]

/-- The diagonal matrix of the real reference energies. -/
def energy (e : m → ℝ) : Matrix m m ℂ := diagonal fun i => (e i : ℂ)

/-- The residuals `χ = Ψ E - H₀ Ψ` of the pseudo states `Ψ` under the local Hamiltonian `H₀`. -/
def residual (H₀ : Matrix n n ℂ) (Ψ : Matrix n m ℂ) (e : m → ℝ) : Matrix n m ℂ :=
  Ψ * energy e - H₀ * Ψ

/-- The matrix `B = Ψᴴ χ` of overlaps between pseudo states and residuals. -/
def bMatrix (H₀ : Matrix n n ℂ) (Ψ : Matrix n m ℂ) (e : m → ℝ) : Matrix m m ℂ :=
  Ψᴴ * residual H₀ Ψ e

/-- The augmentation charges `Q = Φᴴ Φ - Ψᴴ Ψ`: all-electron overlaps minus pseudo overlaps. -/
def charge (Φ Ψ : Matrix n m ℂ) : Matrix m m ℂ := Φᴴ * Φ - Ψᴴ * Ψ

/-- The coupling matrix `D = B + Q E` of the nonlocal potential. -/
def coupling (H₀ : Matrix n n ℂ) (Φ Ψ : Matrix n m ℂ) (e : m → ℝ) : Matrix m m ℂ :=
  bMatrix H₀ Ψ e + charge Φ Ψ * energy e

/-- The projector functions `β = χ B⁻¹`, meant for invertible `B`. -/
def projector (H₀ : Matrix n n ℂ) (Ψ : Matrix n m ℂ) (e : m → ℝ) : Matrix n m ℂ :=
  residual H₀ Ψ e * (bMatrix H₀ Ψ e)⁻¹

omit [Fintype m] in
/-- The matrix of real energies is Hermitian. -/
theorem energy_conjTranspose (e : m → ℝ) : (energy e)ᴴ = energy e := by
  rw [energy, diagonal_conjTranspose]
  congr 1
  funext i
  exact Complex.conj_ofReal _

/-- For eigenstates of a Hermitian Hamiltonian, the overlap matrix commutes with the energies. -/
theorem energy_mul_overlap {H : Matrix n n ℂ} {Φ : Matrix n m ℂ} {e : m → ℝ}
    (hH : H.IsHermitian) (hΦ : H * Φ = Φ * energy e) :
    energy e * (Φᴴ * Φ) = Φᴴ * Φ * energy e := by
  -- the adjoint eigenvalue equation
  have h : Φᴴ * H = energy e * Φᴴ := by
    have h' := congrArg conjTranspose hΦ
    rwa [conjTranspose_mul, conjTranspose_mul, hH.eq, energy_conjTranspose] at h'
  rw [← Matrix.mul_assoc, ← h, Matrix.mul_assoc, hΦ, Matrix.mul_assoc]

/-- For Hermitian `H` and `H₀` and all-electron eigenstates `Φ` of `H`, the anti-Hermitian part of
`B` is fixed by the energies and the augmentation charges: `B - Bᴴ = E Q - Q E`. -/
theorem bMatrix_sub_conjTranspose {H H₀ : Matrix n n ℂ} {Φ : Matrix n m ℂ} {e : m → ℝ}
    (hH : H.IsHermitian) (hH₀ : H₀.IsHermitian) (hΦ : H * Φ = Φ * energy e)
    (Ψ : Matrix n m ℂ) :
    bMatrix H₀ Ψ e - (bMatrix H₀ Ψ e)ᴴ
      = energy e * charge Φ Ψ - charge Φ Ψ * energy e := by
  have hO := energy_mul_overlap hH hΦ
  rw [Matrix.mul_assoc Φᴴ] at hO
  simp only [bMatrix, residual, charge, conjTranspose_mul, conjTranspose_sub,
    conjTranspose_conjTranspose, energy_conjTranspose, hH₀.eq, Matrix.mul_sub,
    Matrix.sub_mul, Matrix.mul_assoc]
  -- the matrix elements of `H₀` cancel, and so do the all-electron overlaps
  rw [hO]
  abel

/-- The identity behind generalised norm conservation (the condition `Q = 0`, which is not assumed
here): for Hermitian `H` and `H₀` and all-electron eigenstates `Φ` of `H` with energies `e`, one has
`B i j - conj (B j i) = (e i - e j) Q i j`. -/
theorem generalised_norm_conservation {H H₀ : Matrix n n ℂ} {Φ : Matrix n m ℂ} {e : m → ℝ}
    (hH : H.IsHermitian) (hH₀ : H₀.IsHermitian) (hΦ : H * Φ = Φ * energy e)
    (Ψ : Matrix n m ℂ) (i j : m) :
    bMatrix H₀ Ψ e i j - star (bMatrix H₀ Ψ e j i)
      = ((e i : ℂ) - (e j : ℂ)) * charge Φ Ψ i j := by
  have h := congrFun (congrFun (bMatrix_sub_conjTranspose hH hH₀ hΦ Ψ) i) j
  simp only [Matrix.sub_apply, conjTranspose_apply, energy, diagonal_mul, mul_diagonal] at h
  rw [h]
  ring

/-- For Hermitian `H` and `H₀` and all-electron eigenstates `Φ` of `H`, the coupling matrix
`D = B + Q E` is Hermitian. -/
theorem coupling_isHermitian {H H₀ : Matrix n n ℂ} {Φ : Matrix n m ℂ} {e : m → ℝ}
    (hH : H.IsHermitian) (hH₀ : H₀.IsHermitian) (hΦ : H * Φ = Φ * energy e)
    (Ψ : Matrix n m ℂ) : (coupling H₀ Φ Ψ e).IsHermitian := by
  have hQ : (charge Φ Ψ)ᴴ = charge Φ Ψ := by
    simp only [charge, conjTranspose_sub, conjTranspose_mul, conjTranspose_conjTranspose]
  have h := sub_eq_sub_iff_add_eq_add.mp (bMatrix_sub_conjTranspose hH hH₀ hΦ Ψ)
  unfold Matrix.IsHermitian coupling
  rw [conjTranspose_add, conjTranspose_mul, hQ, energy_conjTranspose, h]
  exact add_comm _ _

/-- For Hermitian `H` and `H₀` and all-electron eigenstates `Φ` of `H`, the matrix `B` is
Hermitian exactly when `Q i j` vanishes for all pairs of states with different energies. -/
theorem bMatrix_isHermitian_iff {H H₀ : Matrix n n ℂ} {Φ : Matrix n m ℂ} {e : m → ℝ}
    (hH : H.IsHermitian) (hH₀ : H₀.IsHermitian) (hΦ : H * Φ = Φ * energy e)
    (Ψ : Matrix n m ℂ) :
    (bMatrix H₀ Ψ e).IsHermitian ↔ ∀ i j, e i ≠ e j → charge Φ Ψ i j = 0 := by
  have key := generalised_norm_conservation hH hH₀ hΦ Ψ
  constructor
  · intro hB i j hij
    have h := key i j
    rw [hB.apply i j, sub_self] at h
    have hne : (e i : ℂ) - (e j : ℂ) ≠ 0 :=
      sub_ne_zero.mpr fun h' => hij (Complex.ofReal_injective h')
    exact (mul_eq_zero.mp h.symm).resolve_left hne
  · intro hQ
    refine Matrix.IsHermitian.ext fun i j => ?_
    have h := key i j
    by_cases hij : e i = e j
    · rw [hij, sub_self, zero_mul] at h
      exact (sub_eq_zero.mp h).symm
    · rw [hQ i j hij, mul_zero] at h
      exact (sub_eq_zero.mp h).symm

/-- If `B` is invertible, the projector functions are dual to the pseudo states: `βᴴ Ψ = 1`. -/
theorem projector_dual {H₀ : Matrix n n ℂ} {Ψ : Matrix n m ℂ} {e : m → ℝ}
    (hB : IsUnit (bMatrix H₀ Ψ e).det) : (projector H₀ Ψ e)ᴴ * Ψ = 1 := by
  have h : (residual H₀ Ψ e)ᴴ * Ψ = (bMatrix H₀ Ψ e)ᴴ := by
    rw [bMatrix, conjTranspose_mul, conjTranspose_conjTranspose]
  rw [projector, conjTranspose_mul, Matrix.mul_assoc, h, ← conjTranspose_mul,
    Matrix.mul_nonsing_inv _ hB, conjTranspose_one]

/-- Let `H` and `H₀` be Hermitian, `Φ` eigenstates of `H` with energies `e`, and `B` invertible.
Then `H₀ + β D βᴴ` is Hermitian, and the pseudo states solve the generalised eigenproblem with
overlap operator `1 + β Q βᴴ` at the all-electron energies. -/
theorem ultrasoft_eigenproblem [DecidableEq n] {H H₀ : Matrix n n ℂ} {Φ Ψ : Matrix n m ℂ}
    {e : m → ℝ} (hH : H.IsHermitian) (hH₀ : H₀.IsHermitian) (hΦ : H * Φ = Φ * energy e)
    (hB : IsUnit (bMatrix H₀ Ψ e).det) :
    (H₀ + projector H₀ Ψ e * coupling H₀ Φ Ψ e * (projector H₀ Ψ e)ᴴ).IsHermitian ∧
    (H₀ + projector H₀ Ψ e * coupling H₀ Φ Ψ e * (projector H₀ Ψ e)ᴴ) * Ψ
      = (1 + projector H₀ Ψ e * charge Φ Ψ * (projector H₀ Ψ e)ᴴ) * Ψ * energy e := by
  constructor
  · have hD := coupling_isHermitian hH hH₀ hΦ Ψ
    unfold Matrix.IsHermitian
    simp only [conjTranspose_add, conjTranspose_mul, conjTranspose_conjTranspose,
      hH₀.eq, hD.eq, Matrix.mul_assoc]
  · -- the projectors carry `B` back to the residuals
    have hχ : projector H₀ Ψ e * bMatrix H₀ Ψ e = Ψ * energy e - H₀ * Ψ := by
      rw [projector, Matrix.mul_assoc, Matrix.nonsing_inv_mul _ hB, Matrix.mul_one, residual]
    rw [Matrix.add_mul, Matrix.add_mul, Matrix.mul_assoc _ _ Ψ, Matrix.mul_assoc _ _ Ψ,
      projector_dual hB, Matrix.mul_one, Matrix.mul_one, Matrix.one_mul, coupling,
      Matrix.mul_add, hχ, Matrix.add_mul, Matrix.mul_assoc]
    abel

/-- A two-level instance with `H = diag(1, 2)`, `Φ = 1`, an off-diagonal `H₀` and non-orthogonal
pseudo states: the hypotheses hold, `B` is invertible, and `B` and `Q` are as displayed. -/
theorem ultrasoft_witness :
    (!![1, 0; 0, 2] : Matrix (Fin 2) (Fin 2) ℂ).IsHermitian ∧
    (!![0, 1; 1, 0] : Matrix (Fin 2) (Fin 2) ℂ).IsHermitian ∧
    (!![1, 0; 0, 2] : Matrix (Fin 2) (Fin 2) ℂ) * 1 = 1 * energy ![1, 2] ∧
    bMatrix !![0, 1; 1, 0] !![1, 1; 0, 1] ![1, 2] = !![1, 1; 0, 2] ∧
    charge (1 : Matrix (Fin 2) (Fin 2) ℂ) !![1, 1; 0, 1] = !![0, -1; -1, -1] ∧
    IsUnit (bMatrix !![0, 1; 1, 0] !![1, 1; 0, 1] ![1, 2]).det := by
  have hE : energy (![1, 2] : Fin 2 → ℝ) = !![1, 0; 0, 2] := by
    ext i j
    fin_cases i <;> fin_cases j <;> simp [energy]
  have hB : bMatrix !![0, 1; 1, 0] !![1, 1; 0, 1] ![1, 2] = !![1, 1; 0, 2] := by
    rw [bMatrix, residual, hE]
    ext i j
    fin_cases i <;> fin_cases j <;>
      norm_num [Matrix.mul_apply, Fin.sum_univ_two]
  refine ⟨Matrix.IsHermitian.ext fun i j => ?_, Matrix.IsHermitian.ext fun i j => ?_,
    ?_, hB, ?_, ?_⟩
  · fin_cases i <;> fin_cases j <;> simp
  · fin_cases i <;> fin_cases j <;> simp
  · rw [Matrix.mul_one, Matrix.one_mul]
    ext i j
    fin_cases i <;> fin_cases j <;> simp [energy]
  · ext i j
    fin_cases i <;> fin_cases j <;>
      norm_num [charge, Matrix.mul_apply, Fin.sum_univ_two, Matrix.one_apply]
  · rw [hB, det_fin_two]
    norm_num

end

end GeneralisedNormConservation
```

```lean
#print axioms GeneralisedNormConservation.generalised_norm_conservation
#print axioms GeneralisedNormConservation.bMatrix_isHermitian_iff
#print axioms GeneralisedNormConservation.ultrasoft_eigenproblem
```

```
'GeneralisedNormConservation.generalised_norm_conservation' depends on axioms: [propext, Classical.choice, Quot.sound]
'GeneralisedNormConservation.bMatrix_isHermitian_iff' depends on axioms: [propext, Classical.choice, Quot.sound]
'GeneralisedNormConservation.ultrasoft_eigenproblem' depends on axioms: [propext, Classical.choice, Quot.sound]
```

## From the matrix algebra to the Lean proofs

`energy_conjTranspose` records $E^\dagger=E$, which rests on the energies being real. `energy_mul_overlap` takes the adjoint of the eigenvalue equation by applying `conjTranspose` to both sides, then rewrites $E\Phi^\dagger\Phi$ through $\Phi^\dagger H\Phi$.

`bMatrix_sub_conjTranspose` carries the main cancellation. Its `simp only` call unfolds the definitions and multiplies out the products, using that $H_0$ is Hermitian. The commutation result `hO` then aligns the all-electron terms, and `abel` cancels what appears with opposite signs. `generalised_norm_conservation` reads off one entry of this matrix equation; `diagonal_mul` and `mul_diagonal` produce the factors $e_i$ and $e_j$.

`coupling_isHermitian` first proves $Q^\dagger=Q$. It then rearranges $B-B^\dagger=EQ-QE$ into $B+QE=EQ+B^\dagger$, which is the claim up to the order of the sum.

In `bMatrix_isHermitian_iff`, the forward direction divides out the non-zero factor $e_i-e_j$ by way of `mul_eq_zero`. The converse splits on whether $e_i=e_j$: either the energy factor or the charge vanishes.

`projector_dual` proves $\beta^\dagger\Psi=1$ from $\chi^\dagger\Psi=B^\dagger$. In `ultrasoft_eigenproblem`, the first part takes the adjoint and uses the Hermiticity of $D$. The second part establishes $\beta B=\chi$ as `hχ`, replaces $\beta^\dagger\Psi$ by 1, and lets `abel` cancel $H_0\Psi$.

`ultrasoft_witness` checks the unnormalised two-level example entry by entry, and obtains the invertibility of $B$ from its determinant, 2.
